# The antisymmetriser of N electrons from that of N − 1 and one exchange

For $N\ge 2$ electron labels, let $A_N$ be the normalised antisymmetriser, $A_{N-1}$ that of the first $N-1$ labels, and $t$ the transposition of the last two. Then

$$N A_N = A_{N-1}\bigl(1-(N-1)\,t\bigr)A_{N-1}.$$

The physical problem is to build antisymmetric states of $N$ equivalent electrons from antisymmetric states of $N-1$ electrons, the parents, coupled to one more electron. Such products are in general not antisymmetric in all labels. The coefficients of a normalised, fully antisymmetric state in an orthonormal basis of them are the coefficients of fractional parentage. By the identity, the projector onto the fully antisymmetric states needs only the matrix of one exchange between the coupled products. This is a statement about permutations alone; it supplies neither the angular-momentum coupling nor the matrix elements of $t$.

## One exchange stands for all

Let $s$ be a set of $k$ letters (electron labels), $a\notin s$, $b\in s$, and $t=(a\,b)$. Put

$$A(s)=\frac1{k!}\sum_{\sigma}\operatorname{sgn}(\sigma)\,\sigma ,$$

summed over the permutations of $s$, and write $A'=A(s\cup\{a\})$.

A permutation $\sigma$ of $s\cup\{a\}$ sends $a$ to some letter $c$. Then $\tau=(a\,c)\sigma$ fixes $a$, so $\sigma=(a\,c)\tau$ with $\tau$ a permutation of $s$; both $c$ and $\tau$ are determined by $\sigma$. For $c=a$ the exchange is the identity, and otherwise it contributes a sign $-1$. Hence $(k+1)!\,A'=\bigl(1-\sum_{c\in s}(a\,c)\bigr)\,k!\,A(s)$, or

$$(k+1)A'=\Bigl(1-\sum_{c\in s}(a\,c)\Bigr)A(s).$$

For a permutation $\pi$ of $s$, multiplication by $\operatorname{sgn}(\pi)\,\pi$ only reorders the sum in $A(s)$, so

$$\operatorname{sgn}(\pi)\,\pi A(s)=A(s)=\operatorname{sgn}(\pi)\,A(s)\pi .$$

The same holds for a larger set $u\supseteq s$, and averaging over $\pi$ gives $A(s)A(u)=A(u)$. In particular $A(s)^2=A(s)$ and $A(s)A'=A'$.

Now multiply the expansion of $A'$ by $A(s)$ from the left:

$$(k+1)A'=A(s)-\sum_{c\in s}A(s)(a\,c)A(s).$$

With $\pi=(b\,c)$, read as the identity when $c=b$, we have $(a\,c)=\pi\,t\,\pi^{-1}$. The outer factors absorb $\pi$ and $\pi^{-1}$, whose signs multiply to $1$. All $k$ terms therefore equal $A(s)\,t\,A(s)$, and

$$(k+1)A'=A(s)(1-kt)A(s).$$

For a state $v$ with $A(s)v=v$ this reads

$$(k+1)A'v=v-k\,A(s)tv .$$

If $A'v=v$, then $A(s)tv=-v$; conversely, $A(s)tv=-v$ gives $(k+1)A'v=(k+1)v$. If $v\neq0$ and $A(s)tv=\mu v$, then $(k+1)A'v=(1-k\mu)v$. Applying $A'$ gives $k(1+\mu)A'v=0$. Either $\mu=-1$, or $A'v=0$ and then $\mu=1/k$.

## Permutations and signs in the group algebra

The letters form a finite type `α`, and the scalars a field `K`.

```lean
import Mathlib

open Equiv

namespace FractionalParentage

noncomputable section

variable (K : Type*) [Field K] {α : Type*} [Fintype α] [DecidableEq α]
```

A permutation of `s` is a permutation of all letters that fixes those outside `s`, so antisymmetrisers of different sets live in one algebra.

```lean
/-- The permutations that move only letters of `s`. -/
def permsOf (s : Finset α) : Finset (Perm α) :=
  Finset.univ.filter (fun σ => ∀ x, x ∉ s → σ x = x)
```

`signed` sends $\sigma$ to $\operatorname{sgn}(\sigma)\,\sigma$ and respects products. The bare permutation is `MonoidAlgebra.of K (Perm α) σ`.

```lean
variable (α) in
/-- A permutation multiplied by its sign, as an element of the group algebra. -/
def signed : Perm α →* MonoidAlgebra K (Perm α) where
  toFun σ := ((Perm.sign σ : ℤ) : K) • MonoidAlgebra.of K (Perm α) σ
  map_one' := by simp only [map_one, Units.val_one, Int.cast_one, one_smul]
  map_mul' σ τ := by
    simp only [map_mul, Units.val_mul, Int.cast_mul, smul_mul_smul_comm]

/-- The normalised antisymmetriser of the letters in `s`, over a field of characteristic zero:
the signed sum of their permutations divided by the factorial of their number. -/
def antisymmetriser (s : Finset α) : MonoidAlgebra K (Perm α) :=
  (s.card.factorial : K)⁻¹ • ∑ σ ∈ permsOf s, signed K α σ
```

The next lemma is the factorisation $\sigma=(a\,c)\tau$, stated for an arbitrary summand `f`. Here `insert a s` is $s\cup\{a\}$, and in a product the right-hand permutation acts first. `Finset.sum_nbij'` takes the two maps $\sigma\mapsto(\sigma a,\,(a\;\sigma a)\sigma)$ and $(c,\tau)\mapsto(a\,c)\tau$ and asks for proof that they are mutually inverse.

```lean
/-- A sum over the permutations of `s` and one further letter `a` runs over the exchanges of `a`
with a letter `c` of `s` (or with itself), each applied after every permutation of `s`. -/
theorem sum_permsOf_insert {M : Type*} [AddCommMonoid M] {s : Finset α} {a : α} (ha : a ∉ s)
    (f : Perm α → M) :
    ∑ σ ∈ permsOf (insert a s), f σ =
      ∑ c ∈ insert a s, ∑ τ ∈ permsOf s, f (swap a c * τ) := by
  refine Eq.trans ?_ (Finset.sum_product' _ _ (fun c τ => f (swap a c * τ)))
  refine Finset.sum_nbij' (fun σ => (σ a, swap a (σ a) * σ)) (fun p => swap a p.1 * p.2)
    ?_ ?_ ?_ ?_ ?_
  · intro σ hσ
    have hf : ∀ x, x ∉ insert a s → σ x = x := (Finset.mem_filter.1 hσ).2
    refine Finset.mem_product.2 ⟨?_, Finset.mem_filter.2 ⟨Finset.mem_univ _, fun x hx => ?_⟩⟩
    · by_contra h
      have h1 : σ a = a := σ.injective (hf _ h)
      exact h (h1.symm ▸ Finset.mem_insert_self a s)
    · show swap a (σ a) (σ x) = x
      by_cases hxa : x = a
      · rw [hxa, swap_apply_right]
      · have h1 : σ x = x := hf x (by simp [hxa, hx])
        rw [h1]
        exact swap_apply_of_ne_of_ne hxa (fun h => hxa (σ.injective (h1.trans h)))
  · intro p hp
    obtain ⟨hc, hτ⟩ := Finset.mem_product.1 hp
    refine Finset.mem_filter.2 ⟨Finset.mem_univ _, fun x hx => ?_⟩
    have h1 : p.2 x = x :=
      (Finset.mem_filter.1 hτ).2 x (fun h => hx (Finset.mem_insert_of_mem h))
    show swap a p.1 (p.2 x) = x
    rw [h1]
    exact swap_apply_of_ne_of_ne (fun h => hx (h.symm ▸ Finset.mem_insert_self a s))
      (fun h => hx (h.symm ▸ hc))
  · intro σ _
    exact swap_mul_self_mul _ _ _
  · intro p hp
    have h1 : p.2 a = a := (Finset.mem_filter.1 (Finset.mem_product.1 hp).2).2 a ha
    have h : (swap a p.1 * p.2) a = p.1 := by rw [Perm.mul_apply, h1, swap_apply_left]
    refine Prod.ext h ?_
    show swap a ((swap a p.1 * p.2) a) * (swap a p.1 * p.2) = p.2
    rw [h, swap_mul_self_mul]
  · intro σ _
    show f σ = f (swap a (σ a) * (swap a (σ a) * σ))
    rw [swap_mul_self_mul]
```

With `f` constantly $1$, the lemma counts the permutations by induction on `s`.

```lean
/-- The number of permutations of the letters in `s` is the factorial of their number. -/
theorem card_permsOf (s : Finset α) : (permsOf s).card = s.card.factorial := by
  induction s using Finset.induction_on with
  | empty =>
    have h : permsOf (∅ : Finset α) = {1} := by
      ext σ
      simp [permsOf, Equiv.ext_iff]
    rw [h]
    simp
  | insert a s ha ih =>
    have h := sum_permsOf_insert ha (fun _ => (1 : ℕ))
    simp only [Finset.sum_const, smul_eq_mul, mul_one] at h
    rw [h, ih, Finset.card_insert_of_notMem ha, Nat.factorial_succ]
```

Absorption on both sides is the reordering of the sum.

```lean
/-- The antisymmetriser of `s` absorbs, on either side, every signed permutation of `s`. -/
theorem antisymmetriser_absorb {s : Finset α} {σ : Perm α} (hσ : σ ∈ permsOf s) :
    signed K α σ * antisymmetriser K s = antisymmetriser K s ∧
      antisymmetriser K s * signed K α σ = antisymmetriser K s := by
  have hmul : ∀ π τ : Perm α, π ∈ permsOf s → τ ∈ permsOf s → π * τ ∈ permsOf s := by
    intro π τ hπ hτ
    refine Finset.mem_filter.2 ⟨Finset.mem_univ _, fun x hx => ?_⟩
    have h1 : τ x = x := (Finset.mem_filter.1 hτ).2 x hx
    have h2 : π x = x := (Finset.mem_filter.1 hπ).2 x hx
    rw [Perm.mul_apply, h1, h2]
  have hinv : σ⁻¹ ∈ permsOf s := by
    refine Finset.mem_filter.2 ⟨Finset.mem_univ _, fun x hx => ?_⟩
    have h1 : σ x = x := (Finset.mem_filter.1 hσ).2 x hx
    rw [Perm.inv_eq_iff_eq, h1]
  unfold antisymmetriser
  constructor
  · rw [mul_smul_comm, Finset.mul_sum]
    congr 1
    exact Finset.sum_nbij' (fun τ => σ * τ) (fun τ => σ⁻¹ * τ)
      (fun τ hτ => hmul _ _ hσ hτ) (fun τ hτ => hmul _ _ hinv hτ)
      (fun τ _ => inv_mul_cancel_left σ τ) (fun τ _ => mul_inv_cancel_left σ τ)
      (fun τ _ => (map_mul _ _ _).symm)
  · rw [smul_mul_assoc, Finset.sum_mul]
    congr 1
    exact Finset.sum_nbij' (fun τ => τ * σ) (fun τ => τ * σ⁻¹)
      (fun τ hτ => hmul _ _ hτ hσ) (fun τ hτ => hmul _ _ hτ hinv)
      (fun τ _ => mul_inv_cancel_right τ σ) (fun τ _ => inv_mul_cancel_right τ σ)
      (fun τ _ => (map_mul _ _ _).symm)
```

Characteristic zero is assumed from here on, so that the factorials can be inverted. The rational and complex group algebras are both included.

```lean
variable [CharZero K]

/-- Antisymmetrising in some of the letters changes nothing after antisymmetrising in all of
them; for equal sets this says that the antisymmetriser is a projector. -/
theorem antisymmetriser_mul_of_subset {s u : Finset α} (hsu : s ⊆ u) :
    antisymmetriser K s * antisymmetriser K u = antisymmetriser K u := by
  have hmem : ∀ σ ∈ permsOf s, σ ∈ permsOf u := fun σ hσ =>
    Finset.mem_filter.2 ⟨Finset.mem_univ _, fun x hx =>
      (Finset.mem_filter.1 hσ).2 x (fun h => hx (hsu h))⟩
  have h : (∑ σ ∈ permsOf s, signed K α σ) * antisymmetriser K u =
      (s.card.factorial : K) • antisymmetriser K u := by
    rw [Finset.sum_mul,
      Finset.sum_congr rfl (fun σ hσ => (antisymmetriser_absorb K (hmem σ hσ)).1),
      Finset.sum_const, card_permsOf, Nat.cast_smul_eq_nsmul]
  have h0 : (s.card.factorial : K) ≠ 0 := Nat.cast_ne_zero.2 (Nat.factorial_ne_zero _)
  rw [antisymmetriser, smul_mul_assoc, h, inv_smul_smul₀ h0]
```

The expansion of $A'$ carries a plus sign in Lean, because the exchanges are signed.

```lean
/-- Adding a letter `a` to `s`: the larger antisymmetriser is, up to the number of letters, the
smaller one followed by the identity plus all signed exchanges of `a` with letters of `s`. -/
theorem antisymmetriser_insert {s : Finset α} {a : α} (ha : a ∉ s) :
    ((s.card : K) + 1) • antisymmetriser K (insert a s) =
      (1 + ∑ c ∈ s, signed K α (swap a c)) * antisymmetriser K s := by
  have h1 : swap a a = (1 : Perm α) := swap_self a
  have hs : ∑ σ ∈ permsOf (insert a s), signed K α σ =
      (1 + ∑ c ∈ s, signed K α (swap a c)) * ∑ τ ∈ permsOf s, signed K α τ := by
    rw [sum_permsOf_insert ha, Finset.sum_insert ha, add_mul, one_mul, Finset.sum_mul]
    simp only [h1, one_mul, map_mul, Finset.mul_sum]
  have h2 : (s.card : K) + 1 ≠ 0 := Nat.cast_add_one_ne_zero _
  have h3 : (s.card.factorial : K) ≠ 0 := Nat.cast_ne_zero.2 (Nat.factorial_ne_zero _)
  unfold antisymmetriser
  rw [hs, Finset.card_insert_of_notMem ha, mul_smul_comm, smul_smul]
  congr 1
  rw [Nat.factorial_succ, Nat.cast_mul, Nat.cast_add, Nat.cast_one, mul_inv,
    mul_inv_cancel_left₀ h2]
```

## The identity for a set and for numbered letters

In the main theorem, `key` shows that all exchanges agree between two antisymmetrisers, and `hsgn` turns the signed exchange into $-t$. The final `calc` inserts $A(s)$ on the left, expands, and collects the $k$ equal terms.

```lean
/-- For `a` outside `s` and `b` in `s`, the antisymmetriser of `s` and `a` together is obtained
from that of `s` and the single exchange of `a` and `b`. -/
theorem parentage_identity {s : Finset α} {a b : α} (ha : a ∉ s) (hb : b ∈ s) :
    ((s.card : K) + 1) • antisymmetriser K (insert a s) =
      antisymmetriser K s * (1 - (s.card : K) • MonoidAlgebra.of K (Perm α) (swap a b)) *
        antisymmetriser K s := by
  have hab : a ≠ b := fun h => ha (h.symm ▸ hb)
  -- between two antisymmetrisers all exchanges of `a` with a letter of `s` are equal
  have key : ∀ c ∈ s, antisymmetriser K s * signed K α (swap a c) * antisymmetriser K s =
      antisymmetriser K s * signed K α (swap a b) * antisymmetriser K s := by
    intro c hc
    have hac : a ≠ c := fun h => ha (h.symm ▸ hc)
    have hm : swap b c ∈ permsOf s := Finset.mem_filter.2 ⟨Finset.mem_univ _, fun x hx =>
      swap_apply_of_ne_of_ne (fun h => hx (h.symm ▸ hb)) (fun h => hx (h.symm ▸ hc))⟩
    have h := Equiv.swap_apply_apply (swap b c) a b
    rw [swap_apply_of_ne_of_ne hab hac, swap_apply_left, swap_inv] at h
    rw [h, map_mul, map_mul]
    calc _ = (antisymmetriser K s * signed K α (swap b c)) * signed K α (swap a b) *
          (signed K α (swap b c) * antisymmetriser K s) := by simp only [mul_assoc]
      _ = _ := by rw [(antisymmetriser_absorb K hm).1, (antisymmetriser_absorb K hm).2]
  have hsgn : signed K α (swap a b) = -MonoidAlgebra.of K (Perm α) (swap a b) := by
    show ((Perm.sign (swap a b) : ℤ) : K) • MonoidAlgebra.of K (Perm α) (swap a b) = _
    rw [Perm.sign_swap hab]
    simp only [Units.val_neg, Units.val_one, Int.cast_neg, Int.cast_one, neg_smul, one_smul]
  calc _ = antisymmetriser K s * (((s.card : K) + 1) • antisymmetriser K (insert a s)) := by
        rw [mul_smul_comm, antisymmetriser_mul_of_subset K (Finset.subset_insert a s)]
    _ = antisymmetriser K s * antisymmetriser K s +
        ∑ c ∈ s, antisymmetriser K s * signed K α (swap a c) * antisymmetriser K s := by
        rw [antisymmetriser_insert K ha]
        simp only [add_mul, mul_add, one_mul, Finset.sum_mul, Finset.mul_sum, mul_assoc]
    _ = antisymmetriser K s * antisymmetriser K s + (s.card : K) •
        (antisymmetriser K s * signed K α (swap a b) * antisymmetriser K s) := by
        rw [Finset.sum_congr rfl key, Finset.sum_const, Nat.cast_smul_eq_nsmul]
    _ = _ := by
        rw [hsgn]
        simp only [sub_eq_add_neg, mul_add, add_mul, mul_one, mul_neg, neg_mul, smul_neg,
          mul_smul_comm, smul_mul_assoc]
```

For $N=n+2$ the letters are numbered from $0$ to $n+1$. The last two are `(Fin.last n).castSucc`, which is $n$, and `Fin.last (n + 1)`; erasing the latter leaves the first $N-1$ letters. At $n=0$ the identity is $2A_2=1-t$.

```lean
/-- The identity for `N = n + 2` numbered letters: `N A_N = A_(N-1) (1 - (N-1) t) A_(N-1)`, with
`t` the transposition of the last two letters. -/
theorem parentage_identity_fin (n : ℕ) :
    ((n + 2 : ℕ) : K) • antisymmetriser K (Finset.univ : Finset (Fin (n + 2))) =
      antisymmetriser K (Finset.univ.erase (Fin.last (n + 1))) *
        (1 - ((n + 1 : ℕ) : K) • MonoidAlgebra.of K (Perm (Fin (n + 2)))
          (swap (Fin.last (n + 1)) (Fin.last n).castSucc)) *
        antisymmetriser K (Finset.univ.erase (Fin.last (n + 1))) := by
  have h := parentage_identity K (s := Finset.univ.erase (Fin.last (n + 1)))
    (a := Fin.last (n + 1)) (b := (Fin.last n).castSucc) (Finset.notMem_erase _ _)
    (Finset.mem_erase.2 ⟨(Fin.castSucc_lt_last _).ne, Finset.mem_univ _⟩)
  have hc : (Finset.univ.erase (Fin.last (n + 1))).card = n + 1 := by
    simp [Finset.card_erase_of_mem]
  rw [Finset.insert_erase (Finset.mem_univ _), hc] at h
  rw [show ((n + 2 : ℕ) : K) = ((n + 1 : ℕ) : K) + 1 by push_cast; ring]
  exact h
```

## Antisymmetric states and the two possible eigenvalues

A many-electron space enters as a vector space `V` with a representation `ρ` of the group algebra. The hypothesis `hv` says $A(s)v=v$, that is, $v$ is antisymmetric in `s`. To reach an atomic shell, one takes for `V` the $N$-fold tensor power of its spin-orbital space, with `ρ` permuting the factors; that identification is left to the user.

```lean
variable {K} {V : Type*} [AddCommGroup V] [Module K V]
  (ρ : MonoidAlgebra K (Perm α) →ₐ[K] Module.End K V)

/-- Action of the larger antisymmetriser on a state `v` already antisymmetric in `s`, for `a`
outside `s` and `b` in `s`. -/
theorem parentage_apply {s : Finset α} {a b : α} (ha : a ∉ s) (hb : b ∈ s) {v : V}
    (hv : ρ (antisymmetriser K s) v = v) :
    ((s.card : K) + 1) • ρ (antisymmetriser K (insert a s)) v =
      v - (s.card : K) • ρ (antisymmetriser K s)
        (ρ (MonoidAlgebra.of K (Perm α) (swap a b)) v) := by
  have h := congrArg (fun x => ρ x v) (parentage_identity K ha hb)
  simp only [map_smul, map_mul, map_sub, map_one, LinearMap.smul_apply, Module.End.mul_apply,
    LinearMap.sub_apply, Module.End.one_apply, hv] at h
  exact h
```

The criterion for full antisymmetry follows by cancelling $k$ in one direction and $k+1$ in the other.

```lean
/-- Let `a` lie outside `s` and `b` in `s`. A state antisymmetric in `s` is antisymmetric in `s`
and `a` together exactly when exchanging `a` and `b` and antisymmetrising in `s` reverses it. -/
theorem antisymmetric_iff {s : Finset α} {a b : α} (ha : a ∉ s) (hb : b ∈ s) {v : V}
    (hv : ρ (antisymmetriser K s) v = v) :
    ρ (antisymmetriser K (insert a s)) v = v ↔
      ρ (antisymmetriser K s) (ρ (MonoidAlgebra.of K (Perm α) (swap a b)) v) = -v := by
  have h := parentage_apply ρ ha hb hv
  have hk : (s.card : K) ≠ 0 := Nat.cast_ne_zero.2 (Finset.card_ne_zero_of_mem hb)
  have hk1 : (s.card : K) + 1 ≠ 0 := Nat.cast_add_one_ne_zero _
  constructor
  · intro hx
    rw [hx] at h
    have h2 : (s.card : K) • (ρ (antisymmetriser K s)
        (ρ (MonoidAlgebra.of K (Perm α) (swap a b)) v) + v) = 0 := by
      linear_combination (norm := module) h
    exact eq_neg_of_add_eq_zero_left ((smul_eq_zero.1 h2).resolve_left hk)
  · intro hw
    rw [hw] at h
    have h2 : ((s.card : K) + 1) • (ρ (antisymmetriser K (insert a s)) v - v) = 0 := by
      linear_combination (norm := module) h
    exact sub_eq_zero.1 ((smul_eq_zero.1 h2).resolve_left hk1)
```

The last theorem restricts the eigenvalues without claiming that both occur. Its proof applies $A'$ to the eigenvalue equation, as above.

```lean
/-- Let `a` lie outside `s` and `b` in `s`. On nonzero states antisymmetric in `s`, the exchange of
`a` and `b` followed by antisymmetrisation in `s` has no eigenvalues except `-1` and the inverse
of the number of letters in `s`. -/
theorem parentage_eigenvalues {s : Finset α} {a b : α} (ha : a ∉ s) (hb : b ∈ s) {v : V}
    (hv : ρ (antisymmetriser K s) v = v) (hv0 : v ≠ 0) {μ : K}
    (hμ : ρ (antisymmetriser K s) (ρ (MonoidAlgebra.of K (Perm α) (swap a b)) v) = μ • v) :
    μ = -1 ∨ μ = 1 / (s.card : K) := by
  have h := parentage_apply ρ ha hb hv
  rw [hμ] at h
  have hk : (s.card : K) ≠ 0 := Nat.cast_ne_zero.2 (Finset.card_ne_zero_of_mem hb)
  have hx : ρ (antisymmetriser K (insert a s)) (ρ (antisymmetriser K (insert a s)) v) =
      ρ (antisymmetriser K (insert a s)) v := by
    rw [← Module.End.mul_apply, ← map_mul,
      antisymmetriser_mul_of_subset K (Finset.Subset.refl _)]
  -- project the eigenvalue equation on the states antisymmetric in `s` and `a` together
  have h2 := congrArg (fun y => ρ (antisymmetriser K (insert a s)) y) h
  simp only [map_smul, map_sub, hx] at h2
  have h3 : ((s.card : K) * (1 + μ)) • ρ (antisymmetriser K (insert a s)) v = 0 := by
    linear_combination (norm := module) h2
  rcases smul_eq_zero.1 h3 with h4 | h4
  · left
    linear_combination (mul_eq_zero.1 h4).resolve_left hk
  · right
    rw [h4] at h
    have h5 : (1 - (s.card : K) * μ) • v = 0 := by
      linear_combination (norm := module) h.symm
    have h6 := (smul_eq_zero.1 h5).resolve_right hv0
    rw [eq_div_iff hk]
    linear_combination -h6

end

end FractionalParentage
```

```lean
#print axioms FractionalParentage.antisymmetriser_insert
#print axioms FractionalParentage.parentage_identity_fin
#print axioms FractionalParentage.antisymmetric_iff
#print axioms FractionalParentage.parentage_eigenvalues
```

```
'FractionalParentage.antisymmetriser_insert' depends on axioms: [propext, Classical.choice, Quot.sound]
'FractionalParentage.parentage_identity_fin' depends on axioms: [propext, Classical.choice, Quot.sound]
'FractionalParentage.antisymmetric_iff' depends on axioms: [propext, Classical.choice, Quot.sound]
'FractionalParentage.parentage_eigenvalues' depends on axioms: [propext, Classical.choice, Quot.sound]
```

## A symmetric state, and the symmetriser

Two further remarks rest on short arguments in words. If $v$ is not required to be antisymmetric in $s$, the eigenvalue $0$ can appear as well, but no other: for $\mu\neq0$ the vector $v=\mu^{-1}A(s)tv$ is already antisymmetric in $s$. Take three letters, two of them in $s$, and a nonzero $v$ unchanged by every permutation; such a $v$ is a vector of the tensor power but not an allowed state of three electrons. Then $A(s)tv=A(s)v=0$, so $\mu=0$, which is neither $-1$ nor $1/2$.

For bosons, leave out the signs throughout. With $S(s)$ the normalised symmetriser, the same argument gives

$$(k+1)\,S(s\cup\{a\})=S(s)(1+kt)S(s).$$
